# The one-electron element between two Slater determinants as a sum over corresponding orbital pairs

**Q.** In one diabatic state the transferring electron sits on the donor, in the other on the acceptor. Each state is a Slater determinant with its own relaxed orbitals, so an orbital of one set can overlap with several of the other. I want the element of a one-electron operator $\sum_i h(i)$ between them. Where is that in a statement about matrices?

**A.** In the definition. Let the occupied spin orbitals, called orbitals below, be $a_i$ and $b_j$, with $S_{ij}=\langle a_i|b_j\rangle$ and $M_{ij}=\langle a_i|h|b_j\rangle$. For $N$ electrons, each determinant is a signed sum of orbital products with prefactor $1/\sqrt{N!}$. Relabelling electrons makes one of the two permutation sums give $N!$ equal terms, which cancels the prefactors and leaves

$$\langle\Phi_a|\textstyle\sum_i h(i)|\Phi_b\rangle=\sum_\sigma \operatorname{sgn}\sigma\sum_j M_{\sigma(j)j}\prod_{l\ne j}S_{\sigma(l)l}.$$

In Lean, `n` is the finite type of orbital labels, one per electron, and `Finset.univ.erase j` means "all labels except $j$".

```lean
import Mathlib

open Matrix

namespace CorrespondingOrbitals

noncomputable section

variable {n : Type*} [Fintype n] [DecidableEq n]

/-- The one-electron matrix element between two Slater determinants with orbital overlaps `S`
and one-electron integrals `M`: a signed sum over permutations in which one orbital pair
carries the operator and all other pairs contribute their overlaps. -/
def oneElectronElement (S M : Matrix n n ℂ) : ℂ :=
  ∑ σ : Equiv.Perm n, ((Equiv.Perm.sign σ : ℤ) : ℂ) *
    ∑ j, M (σ j) j * ∏ l ∈ Finset.univ.erase j, S (σ l) l
```

**Q.** Are those determinants normalised?

**A.** Yes, if each orbital set is orthonormal in itself. Otherwise, divide the element by the norms of the two determinants. The code does not need orthonormality, because `S` and `M` are arbitrary complex matrices.

**Q.** How does the adjugate enter?

**A.** Fix $j$. The sum over $\sigma$ is then the determinant of $S$ with column $j$ replaced by column $j$ of $M$. By Cramer's rule this is $(\operatorname{adj}(S)M)_{jj}$, and summing over $j$ gives $\operatorname{tr}(\operatorname{adj}(S)M)$. In the proof, `col` is the statement for one column, and `Finset.sum_comm` exchanges the sums over $j$ and $\sigma$.

```lean
/-- The one-electron element between two Slater determinants is the trace of the adjugate of
the overlap matrix times the matrix of one-electron integrals. -/
theorem oneElectronElement_eq_trace (S M : Matrix n n ℂ) :
    oneElectronElement S M = (S.adjugate * M).trace := by
  -- each diagonal entry is a determinant with one overlap column replaced by integrals
  have col : ∀ j, (S.adjugate * M) j j = ∑ σ : Equiv.Perm n,
      ((Equiv.Perm.sign σ : ℤ) : ℂ) *
        (M (σ j) j * ∏ l ∈ Finset.univ.erase j, S (σ l) l) := by
    intro j
    have h : (S.adjugate * M) j j = (S.adjugate *ᵥ fun i => M i j) j := rfl
    rw [h, ← Matrix.cramer_eq_adjugate_mulVec, Matrix.cramer_apply, Matrix.det_apply']
    refine Finset.sum_congr rfl fun σ _ => ?_
    have hp : ∏ l ∈ Finset.univ.erase j, (S.updateCol j fun i => M i j) (σ l) l
        = ∏ l ∈ Finset.univ.erase j, S (σ l) l :=
      Finset.prod_congr rfl fun l hl => Matrix.updateCol_ne (Finset.ne_of_mem_erase hl)
    rw [← Finset.mul_prod_erase Finset.univ _ (Finset.mem_univ j), hp, Matrix.updateCol_self]
  simp only [Matrix.trace, Matrix.diag_apply, col, oneElectronElement, Finset.mul_sum]
  exact Finset.sum_comm
```

**Q.** And the rotation to corresponding orbitals?

**A.** Suppose $S=UDV^*$ with $U,V$ unitary and $D=\operatorname{diag}(s_k)$, where the star is the conjugate transpose. The corresponding orbitals are $a'_k=\sum_i U_{ik}a_i$ and $b'_k=\sum_j V_{jk}b_j$. Their overlaps are $\langle a'_k|b'_l\rangle=(U^*SV)_{kl}=s_k\delta_{kl}$, so each $a'_k$ can overlap only with its partner $b'_k$, and the integral of pair $k$ is $\langle a'_k|h|b'_k\rangle=(U^*MV)_{kk}$. First, since $UU^*=1$,

$$\operatorname{adj}U=\operatorname{adj}(U)\,UU^*=\det(U)\,U^*.$$

```lean
/-- The adjugate of a unitary orbital rotation is its determinant times its adjoint. -/
theorem adjugate_unitary {U : Matrix n n ℂ} (hU : U ∈ Matrix.unitaryGroup n ℂ) :
    U.adjugate = U.det • Uᴴ := by
  have h : U * Uᴴ = 1 := Matrix.mem_unitaryGroup_iff.1 hU
  calc U.adjugate = U.adjugate * (U * Uᴴ) := by rw [h, mul_one]
    _ = U.det • Uᴴ := by
      rw [← mul_assoc, Matrix.adjugate_mul, Matrix.smul_mul, one_mul]
```

The same holds for $V^*$, so $\operatorname{adj}V^*=\det(V^*)\,V$. The adjugate reverses products, and $\operatorname{adj}D=P$ is diagonal with entries $p_k=\prod_{l\neq k}s_l$. Hence $\operatorname{adj}S=\det U\det V^*\;VPU^*$, and cyclicity of the trace (`cyc`) gives

$$\operatorname{tr}(\operatorname{adj}(S)M)=\det U\det V^*\sum_k (U^*MV)_{kk}\,p_k.$$

For one electron the product is empty and $p_k=1$.

```lean
variable {S U V : Matrix n n ℂ} {s : n → ℂ}

/-- If unitary rotations `U` and `V` bring the orbital overlap matrix to diagonal form with
entries `s k`, the one-electron element is a sum over corresponding orbital pairs, each
weighted by the product of the overlaps of all other pairs, times a phase `det U * det Vᴴ`. -/
theorem oneElectronElement_corresponding (hU : U ∈ Matrix.unitaryGroup n ℂ)
    (hV : V ∈ Matrix.unitaryGroup n ℂ) (hS : S = U * diagonal s * Vᴴ) (M : Matrix n n ℂ) :
    oneElectronElement S M = U.det * Vᴴ.det *
      ∑ k, (Uᴴ * M * V) k k * ∏ l ∈ Finset.univ.erase k, s l := by
  have hV' : Vᴴ ∈ Matrix.unitaryGroup n ℂ := by
    rw [Matrix.mem_unitaryGroup_iff, Matrix.star_eq_conjTranspose,
      Matrix.conjTranspose_conjTranspose]
    exact Matrix.mem_unitaryGroup_iff'.1 hV
  -- cyclicity of the trace moves `V` next to the integrals
  have cyc : (V * (diagonal (fun k => ∏ l ∈ Finset.univ.erase k, s l) * Uᴴ) * M).trace
      = ∑ k, (Uᴴ * M * V) k k * ∏ l ∈ Finset.univ.erase k, s l := by
    rw [mul_assoc, Matrix.trace_mul_comm, mul_assoc, mul_assoc, ← mul_assoc Uᴴ M V]
    simp only [Matrix.trace, Matrix.diag_apply, Matrix.diagonal_mul]
    exact Finset.sum_congr rfl fun k _ => mul_comm _ _
  rw [oneElectronElement_eq_trace, hS, Matrix.adjugate_mul_distrib,
    Matrix.adjugate_mul_distrib, adjugate_unitary hU, adjugate_unitary hV',
    Matrix.conjTranspose_conjTranspose, Matrix.adjugate_diagonal]
  simp only [Matrix.smul_mul, Matrix.mul_smul, Matrix.trace_smul, smul_eq_mul, cyc]
  ring
```

**Q.** The decomposition is assumed, then?

**A.** Yes, as `hS`. A singular value decomposition supplies one for any square $S$, but the theorem also admits complex $s_k$. Unitarity matters: for one electron with $U=\tfrac12$, $V=1$, $s=1$ we have $S=\tfrac12$. The element is $M$, while the formula would give $M/4$.

**Q.** I usually see a division by $s_k$.

**A.** That is the case without zeros. Then $p_k=\prod_l s_l/s_k$, and $\det S=\det U\det V^*\prod_l s_l$ collects the prefactors into the overlap of the determinants.

```lean
/-- If no corresponding pair has zero overlap, the one-electron element is the overlap of the
two determinants times the sum of the pair integrals divided by the pair overlaps. -/
theorem oneElectronElement_of_ne_zero (hU : U ∈ Matrix.unitaryGroup n ℂ)
    (hV : V ∈ Matrix.unitaryGroup n ℂ) (hS : S = U * diagonal s * Vᴴ)
    (hs : ∀ k, s k ≠ 0) (M : Matrix n n ℂ) :
    oneElectronElement S M = S.det * ∑ k, (Uᴴ * M * V) k k / s k := by
  have h : ∑ k, (Uᴴ * M * V) k k * ∏ l ∈ Finset.univ.erase k, s l
      = (∏ l, s l) * ∑ k, (Uᴴ * M * V) k k / s k := by
    rw [Finset.mul_sum]
    refine Finset.sum_congr rfl fun k _ => ?_
    have hk := hs k
    rw [← Finset.mul_prod_erase Finset.univ s (Finset.mem_univ k)]
    field_simp
  rw [oneElectronElement_corresponding hU hV hS, h, hS, Matrix.det_mul, Matrix.det_mul,
    Matrix.det_diagonal]
  ring
```

If $s_k=0$, every $p_m$ with $m\neq k$ contains that zero, so only pair $k$ survives.

```lean
/-- If the corresponding pair `k` has zero overlap, only that pair contributes to the
one-electron element. -/
theorem oneElectronElement_of_zero (hU : U ∈ Matrix.unitaryGroup n ℂ)
    (hV : V ∈ Matrix.unitaryGroup n ℂ) (hS : S = U * diagonal s * Vᴴ)
    {k : n} (hk : s k = 0) (M : Matrix n n ℂ) :
    oneElectronElement S M = U.det * Vᴴ.det *
      ((Uᴴ * M * V) k k * ∏ l ∈ Finset.univ.erase k, s l) := by
  rw [oneElectronElement_corresponding hU hV hS, Finset.sum_eq_single k]
  · intro m _ hm
    rw [Finset.prod_eq_zero (Finset.mem_erase.2 ⟨hm.symm, Finset.mem_univ k⟩) hk, mul_zero]
  · intro h
    exact absurd (Finset.mem_univ k) h
```

If $s_l=0$ as well, with $l\ne k$, then $p_k$ vanishes too, and with it the whole element.

```lean
/-- If two different corresponding pairs have zero overlap, the one-electron element vanishes
for every one-electron operator. -/
theorem oneElectronElement_eq_zero (hU : U ∈ Matrix.unitaryGroup n ℂ)
    (hV : V ∈ Matrix.unitaryGroup n ℂ) (hS : S = U * diagonal s * Vᴴ)
    {k l : n} (hkl : k ≠ l) (hk : s k = 0) (hl : s l = 0) (M : Matrix n n ℂ) :
    oneElectronElement S M = 0 := by
  rw [oneElectronElement_of_zero hU hV hS hk,
    Finset.prod_eq_zero (Finset.mem_erase.2 ⟨hkl.symm, Finset.mem_univ l⟩) hl,
    mul_zero, mul_zero]
```

**Q.** Could the element vanish for every operator for some other reason?

**A.** Not with at least one electron. If at most one $s_k$ is zero, choose that $k$, or any $k$ if there is none; then $p_k\neq0$. Let $E$ have a single 1 at position $(k,k)$ and take $M=UEV^*$. Then $U^*MV=E$, and the element is $\det U\det V^*\,p_k\ne0$, since unitary matrices have nonzero determinants. With no electrons the element is an empty sum, always zero, yet there are no two pairs; hence `Nonempty n`.

```lean
/-- For at least one electron, two determinants are uncoupled by every matrix of one-electron
integrals exactly when two different corresponding pairs have zero overlap. -/
theorem uncoupled_iff [Nonempty n] (hU : U ∈ Matrix.unitaryGroup n ℂ)
    (hV : V ∈ Matrix.unitaryGroup n ℂ) (hS : S = U * diagonal s * Vᴴ) :
    (∀ M, oneElectronElement S M = 0) ↔ ∃ k l, k ≠ l ∧ s k = 0 ∧ s l = 0 := by
  constructor
  · intro h
    by_contra hne
    -- choose a pair such that all other pairs overlap
    have hex : ∃ k, ∀ l, l ≠ k → s l ≠ 0 := by
      by_cases hz : ∃ k, s k = 0
      · obtain ⟨k, hk⟩ := hz
        exact ⟨k, fun l hl h0 => hne ⟨l, k, hl, h0, hk⟩⟩
      · exact ⟨Classical.arbitrary n, fun l _ h0 => hz ⟨l, h0⟩⟩
    obtain ⟨k, hk⟩ := hex
    have hUU : Uᴴ * U = 1 := Matrix.mem_unitaryGroup_iff'.1 hU
    have hVV : Vᴴ * V = 1 := Matrix.mem_unitaryGroup_iff'.1 hV
    have dU : U.det ≠ 0 := by
      intro h0
      have h1 := congrArg Matrix.det hUU
      rw [Matrix.det_mul, h0, mul_zero, Matrix.det_one] at h1
      exact zero_ne_one h1
    have dV : Vᴴ.det ≠ 0 := by
      intro h0
      have h1 := congrArg Matrix.det hVV
      rw [Matrix.det_mul, h0, zero_mul, Matrix.det_one] at h1
      exact zero_ne_one h1
    -- an operator that acts on the chosen pair only
    let E : Matrix n n ℂ := diagonal fun m => if m = k then 1 else 0
    have e : Uᴴ * (U * E * Vᴴ) * V = E := by
      calc Uᴴ * (U * E * Vᴴ) * V = (Uᴴ * U) * E * (Vᴴ * V) := by simp only [mul_assoc]
        _ = E := by rw [hUU, hVV, one_mul, mul_one]
    have hsum : ∑ m, E m m * ∏ l ∈ Finset.univ.erase m, s l
        = ∏ l ∈ Finset.univ.erase k, s l := by
      simp only [E, Matrix.diagonal_apply_eq, ite_mul, one_mul, zero_mul,
        Finset.sum_ite_eq', Finset.mem_univ, if_true]
    have hM := h (U * E * Vᴴ)
    rw [oneElectronElement_corresponding hU hV hS, e, hsum] at hM
    exact mul_ne_zero (mul_ne_zero dU dV)
      (Finset.prod_ne_zero_iff.2 fun l hl => hk l (Finset.ne_of_mem_erase hl)) hM
  · rintro ⟨k, l, hkl, hk, hl⟩ M
    exact oneElectronElement_eq_zero hU hV hS hkl hk hl M

end

end CorrespondingOrbitals
```

```lean
#print axioms CorrespondingOrbitals.oneElectronElement_corresponding
#print axioms CorrespondingOrbitals.oneElectronElement_of_ne_zero
#print axioms CorrespondingOrbitals.uncoupled_iff
```

```
'CorrespondingOrbitals.oneElectronElement_corresponding' depends on axioms: [propext, Classical.choice, Quot.sound]
'CorrespondingOrbitals.oneElectronElement_of_ne_zero' depends on axioms: [propext, Classical.choice, Quot.sound]
'CorrespondingOrbitals.uncoupled_iff' depends on axioms: [propext, Classical.choice, Quot.sound]
```

**Q.** "Every operator" here means every matrix?

**A.** Every complex $M$, including those that no Hermitian $h$ produces for the given orbitals. If each orbital set is orthonormal, the criterion is the same for Hermitian $h$ alone: every $M$ comes from the operator $\sum_{ij}M_{ij}|a_i\rangle\langle b_j|$, which is $h_1+ih_2$ with $h_1,h_2$ Hermitian, and the element is linear in the operator.

**Q.** Would you have modelled anything differently?

**A.** One alternative is to build the determinants as antisymmetric wavefunctions. The permutation sum would then be a theorem instead of the definition, and the relabelling argument above would be part of the proof.

**Q.** What does this tell me about electron transfer?

**A.** It gives the one-electron part of the Hamiltonian matrix element between two single-determinant diabatic states, and shows when that part vanishes whatever the one-electron operator is. If the two states overlap, the electron-transfer coupling also depends on their overlap and on the diagonal Hamiltonian elements. Electron repulsion is not included, and it may still couple determinants with two zero-overlap pairs.
